# With equal temperature, particle number and unit density of states, a two-dimensional ideal Fermi gas has N²/2 more energy than the Bose gas

Take a two-dimensional box of non-interacting fermions and an equal box of non-interacting bosons, with the same constant density of states, the same temperature and the same number of particles. At low temperature the fermions fill a Fermi sea while the bosons crowd near zero energy, so I would expect their heat capacities to differ. Yet the claim is that the two energies differ only by $N^2/2$, in units where the density of states is one, whatever the temperature. The heat capacities at fixed $N$ would then be equal. Can this be derived rigorously, convergence of the integrals included, and checked by machine?

## Pairing Fermi levels with Bose levels

Yes. Set $k_B=1$, let $T>0$, and let $\mu$ and $\nu<0$ be the Fermi and Bose chemical potentials. The occupations of a level of energy $e$ are
$$n_F(e)=\frac{1}{\exp((e-\mu)/T)+1},\qquad n_B(e)=\frac{1}{\exp((e-\nu)/T)-1}.$$
Number and energy are the integrals over $e>0$ of $n$ and $e\,n$. The total energies of the two gases are written $E_F$ and $E_B$, so $E_F$ is not the Fermi energy in the usual sense, the chemical potential at zero temperature. Likewise, a Fermi level or Bose level here is any one-particle level of that gas, not its chemical potential.

**Particle number.** For fermions, define
$$L(e)=T\log\bigl(1+\exp((\mu-e)/T)\bigr).$$
Differentiation gives $L'=-n_F$, and $L\to0$ as $e\to\infty$. So $L(e)$ is the number of fermions above $e$, and $N=L(0)$. The Bose analogue is $-T\log(1-\exp((\nu-e)/T))$. With $a=\exp(\mu/T)$ and $b=\exp(\nu/T)$,
$$N=T\log(1+a)=-T\log(1-b).$$
Hence $(1+a)(1-b)=1$, or $b(1+a)=a$.

**The level map.** Let $\varphi(e)=e+L(e)-N$. Exponentiating,
$$\exp(\varphi(e)/T)=\frac{\exp(e/T)+a}{1+a}.$$
The right side increases from 1 to infinity, so $\varphi$ maps the positive energies one-to-one onto themselves. Its derivative is $\varphi'=1-n_F$.

Write $q=\exp((e-\mu)/T)$. Dividing the last display by $b$ and using $b(1+a)=a$ gives $\exp((\varphi(e)-\nu)/T)=q+1$. Therefore $n_B(\varphi(e))=1/q$, while $\varphi'(e)=q/(q+1)$, and
$$n_B(\varphi(e))\,\varphi'(e)=\frac1{q+1}=n_F(e).$$
Each slice of Fermi levels thus holds as many particles as the slice of Bose levels assigned to it.

**Energy.** Substituting $\varphi(e)$ for the Bose energy variable,
$$E_B=\int_0^\infty\varphi\,n_F\,de=E_F+\int_0^\infty L\,n_F\,de-N^2.$$
Since $L\,n_F=-(L^2/2)'$, the remaining integral is $L(0)^2/2=N^2/2$. So $E_F-E_B=N^2/2$. The energy integral of the Fermi gas converges because $e\,n_F\le a\,e\exp(-e/T)$, and the substitution carries convergence over to the Bose side. At fixed $N$ the difference is constant in $T$, so the temperature derivatives agree.

## Numbers at T = 1

Take $\mu=0$ and $\nu=-\log2$, so $a=1$, $b=1/2$ and both gases have $N=\log2\approx0.6931$. Expanding the occupations in powers of $\exp(-e)$ and integrating term by term gives
$$E_F=1-\tfrac14+\tfrac19-\dots=\frac{\pi^2}{12}\approx0.8225,\qquad E_B=\sum_{k\ge1}\frac{1}{k^2\,2^k}\approx0.5822.$$
The difference is $0.2402$, which is $(\log2)^2/2$.

Equal particle number is essential. Keep the Fermi gas and change the Bose gas to $\nu=-\log4$. Its number falls to $\log(4/3)\approx0.2877$ and its energy to about $0.2677$. The difference is now about $0.5548$, whereas half the squared number is $0.2402$ for the fermions and $0.0414$ for the bosons.

## The Lean file

```lean
import Mathlib

open Real Set Filter MeasureTheory Topology

namespace FermiBoseTwoDim

noncomputable section

/-- Mean occupation of a level of energy `e`; `s = 1` is the Fermi and `s = -1` the Bose gas. -/
def occ (s T μ e : ℝ) : ℝ := 1 / (exp ((e - μ) / T) + s)

/-- Particle number for a constant density of states, in units of that density. -/
def number (s T μ : ℝ) : ℝ := ∫ e in Ioi (0 : ℝ), occ s T μ e

/-- Energy for a constant density of states, in units of that density. -/
def energy (s T μ : ℝ) : ℝ := ∫ e in Ioi (0 : ℝ), e * occ s T μ e

/-- Closed expression for the number of particles above the energy `e`. -/
def tail (s T μ e : ℝ) : ℝ := T / s * log (1 + s * exp ((μ - e) / T))

/-- The Bose level assigned to the Fermi level `e`. -/
def shift (T μ e : ℝ) : ℝ := e + tail 1 T μ e - tail 1 T μ 0

lemma occ_eq (s T μ e : ℝ) :
    occ s T μ e = exp ((μ - e) / T) / (1 + s * exp ((μ - e) / T)) := by
  have h : exp ((e - μ) / T) = (exp ((μ - e) / T))⁻¹ := by
    rw [← exp_neg]; congr 1; ring
  have hE := exp_pos ((μ - e) / T)
  unfold occ
  rw [h]
  generalize exp ((μ - e) / T) = E at hE ⊢
  have h2 : E⁻¹ + s = (1 + s * E) / E := by
    rw [add_div, mul_div_cancel_right₀ _ hE.ne', one_div]
  rw [h2, one_div_div]

/-- Raising the energy by `de` lowers the number of particles above it by the occupation
times `de`. -/
theorem hasDerivAt_tail {s T μ e : ℝ} (hs : s ≠ 0) (hT : 0 < T)
    (h : 0 < 1 + s * exp ((μ - e) / T)) :
    HasDerivAt (tail s T μ) (-occ s T μ e) e := by
  have hE : HasDerivAt (fun x => exp ((μ - x) / T)) (exp ((μ - e) / T) * (-1 / T)) e :=
    (((hasDerivAt_id' e).const_sub μ).div_const T).exp
  have h2 := (((hE.const_mul s).const_add 1).log h.ne').const_mul (T / s)
  refine h2.congr_deriv ?_
  rw [occ_eq]
  generalize exp ((μ - e) / T) = E at h ⊢
  have h3 := h.ne'
  field_simp

lemma tendsto_tail (s μ : ℝ) {T : ℝ} (hT : 0 < T) :
    Tendsto (tail s T μ) atTop (𝓝 0) := by
  have h0 : Tendsto (fun e : ℝ => μ - e) atTop atBot := by
    simpa [sub_eq_add_neg] using tendsto_atBot_add_const_left atTop μ tendsto_neg_atTop_atBot
  have h1 : Tendsto (fun e : ℝ => exp ((μ - e) / T)) atTop (𝓝 0) :=
    tendsto_exp_atBot.comp (h0.atBot_div_const hT)
  have h2 := (((h1.const_mul s).const_add 1).log (by simp)).const_mul (T / s)
  have h3 : Tendsto (fun e : ℝ => T / s * log (1 + s * exp ((μ - e) / T))) atTop (𝓝 0) := by
    simpa using h2
  exact h3

/-- For `s ≠ 0`, `T > 0` and `1 + s * exp (μ / T)` positive (for bosons this means `μ < 0`), the
number integral converges and equals the closed expression at zero energy. -/
theorem number_eq {s T μ : ℝ} (hs : s ≠ 0) (hT : 0 < T) (h : 0 < 1 + s * exp (μ / T)) :
    IntegrableOn (occ s T μ) (Ioi 0) ∧ number s T μ = tail s T μ 0 := by
  have hp : ∀ e : ℝ, 0 ≤ e → 0 < 1 + s * exp ((μ - e) / T) := by
    intro e he
    have h1 : exp ((μ - e) / T) ≤ exp (μ / T) :=
      exp_le_exp.mpr ((div_le_div_iff_of_pos_right hT).mpr (by linarith))
    rcases le_total 0 s with h0 | h0
    · positivity
    · linarith [mul_le_mul_of_nonpos_left h1 h0]
  have hd : ∀ e ∈ Ici (0 : ℝ), HasDerivAt (fun x => -tail s T μ x) (occ s T μ e) e :=
    fun e he => (hasDerivAt_tail hs hT (hp e he)).fun_neg.congr_deriv (neg_neg _)
  have hn : ∀ e ∈ Ioi (0 : ℝ), 0 ≤ occ s T μ e := by
    intro e he
    rw [occ_eq]
    exact div_nonneg (exp_pos _).le (hp e (le_of_lt he)).le
  have hl : Tendsto (fun x => -tail s T μ x) atTop (𝓝 0) := by
    simpa using (tendsto_tail s μ hT).neg
  refine ⟨integrableOn_Ioi_deriv_of_nonneg' hd hn hl, ?_⟩
  unfold number
  rw [integral_Ioi_of_hasDerivAt_of_nonneg' hd hn hl]
  ring

/-- In the Fermi gas, the number of particles above a level, summed over all particles, is half
the square of the total number. -/
theorem integral_tail_mul_occ (μ : ℝ) {T : ℝ} (hT : 0 < T) :
    IntegrableOn (fun e => tail 1 T μ e * occ 1 T μ e) (Ioi 0) ∧
      ∫ e in Ioi (0 : ℝ), tail 1 T μ e * occ 1 T μ e = tail 1 T μ 0 ^ 2 / 2 := by
  have hd : ∀ e ∈ Ici (0 : ℝ), HasDerivAt (fun x => -(tail 1 T μ x ^ 2 / 2))
      (tail 1 T μ e * occ 1 T μ e) e := by
    intro e _
    have h := hasDerivAt_tail (μ := μ) (e := e) one_ne_zero hT (by positivity)
    exact ((h.fun_pow 2).div_const 2).fun_neg.congr_deriv (by norm_num; ring)
  have hn : ∀ e ∈ Ioi (0 : ℝ), 0 ≤ tail 1 T μ e * occ 1 T μ e := by
    intro e _
    have h1 : 0 ≤ log (1 + 1 * exp ((μ - e) / T)) :=
      log_nonneg (by linarith [exp_pos ((μ - e) / T)])
    unfold tail occ
    positivity
  have hl : Tendsto (fun x => -(tail 1 T μ x ^ 2 / 2)) atTop (𝓝 0) := by
    simpa using (((tendsto_tail 1 μ hT).pow 2).div_const 2).neg
  refine ⟨integrableOn_Ioi_deriv_of_nonneg' hd hn hl, ?_⟩
  rw [integral_Ioi_of_hasDerivAt_of_nonneg' hd hn hl]
  ring

lemma exp_shift (μ e : ℝ) {T : ℝ} (hT : 0 < T) :
    exp (shift T μ e / T) * (1 + exp (μ / T)) = exp (e / T) + exp (μ / T) := by
  have p1 : 0 < 1 + exp ((μ - e) / T) := by positivity
  have p2 : 0 < 1 + exp (μ / T) := by positivity
  have h1 : shift T μ e / T
      = e / T + log (1 + exp ((μ - e) / T)) - log (1 + exp (μ / T)) := by
    simp only [shift, tail, div_one, one_mul, sub_zero]
    generalize log (1 + exp ((μ - e) / T)) = A
    generalize log (1 + exp (μ / T)) = B
    field_simp
  have h2 : exp (e / T) * exp ((μ - e) / T) = exp (μ / T) := by
    rw [← exp_add]; congr 1; ring
  rw [h1, exp_sub, exp_add, exp_log p1, exp_log p2, div_mul_cancel₀ _ p2.ne']
  linear_combination h2

/-- The assignment of Bose levels to Fermi levels covers exactly the positive energies. -/
theorem shift_image (μ : ℝ) {T : ℝ} (hT : 0 < T) : shift T μ '' Ioi 0 = Ioi 0 := by
  have ha := exp_pos (μ / T)
  ext y
  constructor
  · rintro ⟨e, he, rfl⟩
    have h := exp_shift μ e hT
    have h1 : 1 < exp (e / T) := one_lt_exp_iff.mpr (div_pos he hT)
    have h2 : 1 < exp (shift T μ e / T) := by
      by_contra hc
      nlinarith [not_lt.mp hc]
    exact (div_pos_iff_of_pos_right hT).mp (one_lt_exp_iff.mp h2)
  · intro hy
    have h1 : 1 < exp (y / T) := one_lt_exp_iff.mpr (div_pos hy hT)
    have hw : 1 < exp (y / T) * (1 + exp (μ / T)) - exp (μ / T) := by nlinarith
    refine ⟨T * log (exp (y / T) * (1 + exp (μ / T)) - exp (μ / T)),
      mul_pos hT (log_pos hw), ?_⟩
    have h := exp_shift μ (T * log (exp (y / T) * (1 + exp (μ / T)) - exp (μ / T))) hT
    rw [mul_div_cancel_left₀ _ hT.ne', exp_log (zero_lt_one.trans hw), sub_add_cancel] at h
    have h3 := mul_right_cancel₀ (by positivity : 1 + exp (μ / T) ≠ 0) h
    exact (div_left_inj' hT.ne').mp (exp_injective h3)

/-- If `exp (ν / T) * (1 + exp (μ / T)) = exp (μ / T)`, the Bose occupation of the level assigned to
`e`, times one minus the Fermi occupation of `e`, is the Fermi occupation of `e`. -/
theorem occ_shift {T μ ν : ℝ} (e : ℝ) (hT : 0 < T)
    (hab : exp (ν / T) * (1 + exp (μ / T)) = exp (μ / T)) :
    (1 - occ 1 T μ e) * occ (-1) T ν (shift T μ e) = occ 1 T μ e := by
  have hs := exp_shift μ e hT
  have ha := exp_pos (μ / T)
  have hb := exp_pos (ν / T)
  have hx := exp_pos (e / T)
  simp only [occ, sub_div, exp_sub]
  have h1 : exp (shift T μ e / T) / exp (ν / T) = exp (e / T) / exp (μ / T) + 1 := by
    rw [div_add_one ha.ne', div_eq_div_iff hb.ne' ha.ne']
    linear_combination exp (ν / T) * hs - exp (shift T μ e / T) * hab
  rw [h1, add_neg_cancel_right]
  have hq := div_pos hx ha
  generalize exp (e / T) / exp (μ / T) = q at hq ⊢
  have hq1 : q + 1 ≠ 0 := by positivity
  field_simp
  ring

lemma integrable_energy_fermi (μ : ℝ) {T : ℝ} (hT : 0 < T) :
    IntegrableOn (fun e => e * occ 1 T μ e) (Ioi 0) := by
  have h := integrableOn_rpow_mul_exp_neg_mul_rpow (s := 1) (p := 1) (b := 1 / T)
    (by norm_num) (by norm_num) (by positivity)
  simp only [rpow_one] at h
  refine Integrable.mono' (h.const_mul (exp (μ / T))) ?_ ?_
  · exact Measurable.aestronglyMeasurable (by unfold occ; fun_prop)
  · filter_upwards [ae_restrict_mem measurableSet_Ioi] with e he
    have he' : 0 < e := he
    have h1 : occ 1 T μ e ≤ exp ((μ - e) / T) := by
      rw [occ_eq]
      exact div_le_self (exp_pos _).le (by linarith [exp_pos ((μ - e) / T)])
    have h2 : exp ((μ - e) / T) = exp (μ / T) * exp (-(1 / T) * e) := by
      rw [← exp_add]; congr 1; ring
    have h0 : 0 ≤ occ 1 T μ e := by unfold occ; positivity
    rw [norm_of_nonneg (mul_nonneg he'.le h0)]
    calc e * occ 1 T μ e ≤ e * exp ((μ - e) / T) := mul_le_mul_of_nonneg_left h1 he'.le
      _ = exp (μ / T) * (e * exp (-(1 / T) * e)) := by rw [h2]; ring

/-- Two-dimensional ideal Fermi and Bose gases with equal temperature and equal particle number
`N` have convergent energy integrals, which differ by exactly `N ^ 2 / 2`. -/
theorem energy_fermi_sub_bose {N T μ ν : ℝ} (hT : 0 < T) (hν : ν < 0)
    (hF : number 1 T μ = N) (hB : number (-1) T ν = N) :
    IntegrableOn (fun e => e * occ 1 T μ e) (Ioi 0) ∧
      IntegrableOn (fun e => e * occ (-1) T ν e) (Ioi 0) ∧
      energy 1 T μ - energy (-1) T ν = N ^ 2 / 2 := by
  have hb : 0 < 1 + -1 * exp (ν / T) := by
    linarith [Real.exp_lt_one_iff.mpr (div_neg_of_neg_of_pos hν hT)]
  have ha : 0 < 1 + 1 * exp (μ / T) := by positivity
  obtain ⟨i3, nF⟩ := number_eq one_ne_zero hT ha
  have nB := (number_eq (by norm_num) hT hb).2
  -- equal particle numbers give the relation between the two fugacities
  have hab : exp (ν / T) * (1 + exp (μ / T)) = exp (μ / T) := by
    have h1 : tail 1 T μ 0 = tail (-1) T ν 0 := by rw [← nF, ← nB, hF, hB]
    simp only [tail, sub_zero] at h1
    have h2 : log (1 + 1 * exp (μ / T)) + log (1 + -1 * exp (ν / T)) = 0 := by
      apply mul_left_cancel₀ hT.ne'
      linear_combination h1
    have h3 := congrArg exp h2
    rw [exp_add, exp_log ha, exp_log hb, exp_zero] at h3
    linear_combination -h3
  have i1 := integrable_energy_fermi μ hT
  obtain ⟨i2, v2⟩ := integral_tail_mul_occ μ hT
  have hd : ∀ e ∈ Ioi (0 : ℝ),
      HasDerivWithinAt (shift T μ) (1 - occ 1 T μ e) (Ioi 0) e := by
    intro e _
    have h := hasDerivAt_tail (μ := μ) (e := e) one_ne_zero hT (by positivity)
    exact ((((hasDerivAt_id' e).fun_add h).sub_const (tail 1 T μ 0)).congr_deriv
      (by ring)).hasDerivWithinAt
  have hi : InjOn (shift T μ) (Ioi 0) := by
    intro x _ y _ hxy
    have h1 := exp_shift μ x hT
    rw [hxy, exp_shift μ y hT] at h1
    exact ((div_left_inj' hT.ne').mp (exp_injective (add_right_cancel h1))).symm
  -- the Bose energy density, written over the Fermi levels
  have hc : ∀ e ∈ Ioi (0 : ℝ),
      |1 - occ 1 T μ e| • (shift T μ e * occ (-1) T ν (shift T μ e)) =
        e * occ 1 T μ e + tail 1 T μ e * occ 1 T μ e - tail 1 T μ 0 * occ 1 T μ e := by
    intro e _
    have h1 : occ 1 T μ e ≤ 1 := by
      rw [occ_eq]
      exact div_le_one_of_le₀ (by linarith) (by positivity)
    rw [abs_of_nonneg (sub_nonneg.mpr h1), smul_eq_mul, mul_left_comm, occ_shift e hT hab]
    unfold shift
    ring
  have i12 : IntegrableOn
      (fun e => e * occ 1 T μ e + tail 1 T μ e * occ 1 T μ e) (Ioi 0) := i1.add i2
  have i4 : IntegrableOn (fun e => tail 1 T μ 0 * occ 1 T μ e) (Ioi 0) := i3.const_mul _
  refine ⟨i1, ?_, ?_⟩
  · rw [← shift_image μ hT,
      integrableOn_image_iff_integrableOn_abs_deriv_smul measurableSet_Ioi hd hi]
    exact (integrableOn_congr_fun hc measurableSet_Ioi).mpr (i12.sub i4)
  · have hE : energy (-1) T ν
        = energy 1 T μ + tail 1 T μ 0 ^ 2 / 2 - tail 1 T μ 0 * number 1 T μ := by
      have h1 := integral_image_eq_integral_abs_deriv_smul measurableSet_Ioi hd hi
        (fun e => e * occ (-1) T ν e)
      rw [shift_image μ hT, setIntegral_congr_fun measurableSet_Ioi hc,
        integral_sub i12 i4, integral_add i1 i2, integral_const_mul, v2] at h1
      exact h1
    rw [hE, ← nF, hF]
    ring

/-- Along chemical potentials that keep both particle numbers at `N`, the Fermi gas has heat
capacity `C` at temperature `T` exactly when the Bose gas does. -/
theorem heat_capacity_iff {N T C : ℝ} {μ ν : ℝ → ℝ} (hT : 0 < T)
    (hν : ∀ t, 0 < t → ν t < 0) (hF : ∀ t, 0 < t → number 1 t (μ t) = N)
    (hB : ∀ t, 0 < t → number (-1) t (ν t) = N) :
    HasDerivAt (fun t => energy 1 t (μ t)) C T ↔
      HasDerivAt (fun t => energy (-1) t (ν t)) C T := by
  have h : (fun t => energy 1 t (μ t)) =ᶠ[𝓝 T]
      fun t => energy (-1) t (ν t) + N ^ 2 / 2 := by
    filter_upwards [lt_mem_nhds hT] with t ht
    linarith [(energy_fermi_sub_bose ht (hν t ht) (hF t ht) (hB t ht)).2.2]
  constructor
  · intro H
    simpa using (H.congr_of_eventuallyEq h.symm).sub_const (N ^ 2 / 2)
  · intro H
    exact (H.add_const (N ^ 2 / 2)).congr_of_eventuallyEq h

/-- At `T = 1`, the Fermi gas with `μ = 0` and the Bose gas with `ν = -log 2` both have particle
number `log 2`. -/
theorem equal_number_witness :
    number 1 1 0 = log 2 ∧ number (-1) 1 (-log 2) = log 2 := by
  have h2 : exp (-log 2) = 2⁻¹ := by rw [exp_neg, exp_log (by norm_num)]
  constructor
  · rw [(number_eq one_ne_zero one_pos (by positivity)).2]
    norm_num [tail]
  · rw [(number_eq (by norm_num) one_pos (by rw [div_one, h2]; norm_num)).2]
    unfold tail
    rw [sub_zero, div_one, h2, show (1 : ℝ) + -1 * 2⁻¹ = 2⁻¹ by norm_num, log_inv]
    ring

end

end FermiBoseTwoDim
```

```lean
#print axioms FermiBoseTwoDim.energy_fermi_sub_bose
#print axioms FermiBoseTwoDim.heat_capacity_iff
```

```
'FermiBoseTwoDim.energy_fermi_sub_bose' depends on axioms: [propext, Classical.choice, Quot.sound]
'FermiBoseTwoDim.heat_capacity_iff' depends on axioms: [propext, Classical.choice, Quot.sound]
```

## What the theorems say

`occ s T μ e` is the occupation, with `s = 1` for fermions and `s = -1` for bosons. `number` and `energy` are integrals over `Ioi 0`, the positive energies. Two-dimensionality enters only as a constant density of states, which is assumed and not derived from a dispersion relation; it stands for free particles with a parabolic band in a large area. Both gases share its value $g$, which is set to one. In ordinary units the energy difference is the squared particle number divided by $2g$.

`energy_fermi_sub_bose` assumes `0 < T`, `ν < 0` and that both number integrals equal `N`. The condition on `ν` keeps the Bose chemical potential below the lowest level. The theorem concludes that both energy integrands are integrable and that the energies differ by `N ^ 2 / 2`. Positivity of `N` is not assumed, as it follows from the number equation.

`heat_capacity_iff` takes chemical potentials `μ` and `ν` as functions of temperature that hold both numbers at `N` for every positive temperature, with `ν` negative there. It says that `C` is the temperature derivative of the Fermi gas's total energy at `T` if and only if it is that of the Bose gas's total energy there. The existence of such functions, and of the derivative, is left to the user of the theorem.

For the non-interacting two-dimensional electron gas, the identity offers a test for code that evaluates finite-temperature energy integrals: with the density of states set to one, the total energy of the Fermi gas must equal $N^2/2$ plus that of the Bose gas at the chemical potential given by $b=a/(1+a)$. Interactions and energy-dependent densities of states are not covered.

## How the proof follows the derivation

`tail` is the number above a level for either statistics, so `tail 1` is $L$, and `shift` is $\varphi$. `hasDerivAt_tail` and `tendsto_tail` supply the derivative and the limit at infinity. From these, `number_eq` obtains convergence and value together, by the fundamental theorem of calculus on a half-line for a non-negative integrand. `integral_tail_mul_occ` applies the same theorem to $-L^2/2$.

`exp_shift` is the exponentiated formula for $\varphi$. `shift_image` uses it to show that the image of the positive energies is exactly the positive energies, solving for $e$ explicitly. `occ_shift` is the identity $n_B(\varphi)\,\varphi'=n_F$, and `integrable_energy_fermi` is the exponential bound.

In the main theorem, `hab` is $b(1+a)=a$, obtained by exponentiating the equality of the two logarithms. `hd` and `hi` give the derivative and injectivity of the level map, and `hc` rewrites the transformed Bose integrand as $e\,n_F+L\,n_F-N\,n_F$. Mathlib's change-of-variables theorems then yield the integrability of the Bose energy and its value.

`heat_capacity_iff` notes that the two energy curves differ by a constant at all temperatures near `T`, since these are positive too. `equal_number_witness` confirms the particle numbers of the example at $T=1$, so the main theorem applies to it.
